# The dilation ψ(x) → s^(d/2) ψ(sx) multiplies the kinetic energy by s²

The theorem `kinetic_dilate` concerns a complex wave function ψ on a finite-dimensional real normed space of dimension d with an additive Haar measure μ, and the kinetic functional T[ψ] = ∫ ∑ᵢ |∂ᵢψ|²/2 dμ, where the derivatives are taken along an arbitrary finite family of vectors `e i`. It states that if ψ is differentiable almost everywhere and s > 0, then the dilated function ψ_s(x) = s^(d/2) ψ(sx) has T[ψ_s] = s² T[ψ]. T is the usual kinetic energy, with ħ = 1 and unit masses, when the `e i` form an orthonormal basis of Euclidean space, μ is Lebesgue measure, and ψ is a normalised function in H¹ whose pointwise derivative is its weak derivative. The scaling law itself needs none of these conditions. Integrability is not assumed either, and a non-integrable integrand is given the integral 0. The proof carries almost-everywhere differentiability over to the points s • x, computes the derivative of `dilate s ψ` by the chain rule, and finishes with the change of variables `integral_dilation`.

The failing Lean file:

```lean
import Mathlib

open MeasureTheory Module

namespace CoulombVirialScaling

noncomputable section

variable {E : Type*} [NormedAddCommGroup E] [NormedSpace ℝ E] [FiniteDimensional ℝ E]
  [MeasurableSpace E] [BorelSpace E] {ι : Type*} [Fintype ι]

/-- The dilated wave function `ψ_s(x) = s^(d/2) ψ(s x)` on a configuration space of
dimension `d`. -/
def dilate (s : ℝ) (ψ : E → ℂ) : E → ℂ := fun x => √(s ^ finrank ℝ E) • ψ (s • x)

/-- Kinetic energy `∫ ∑ᵢ |∂ᵢψ|² / 2`, with derivatives along the directions `e i`. -/
def kinetic (μ : Measure E) (e : ι → E) (ψ : E → ℂ) : ℝ :=
  ∫ x, ∑ i, ‖fderiv ℝ ψ x (e i)‖ ^ 2 / 2 ∂μ

variable (μ : Measure E) [μ.IsAddHaarMeasure]

/-- Change of variables under a dilation: `∫ s^d g(s x) dx = ∫ g(y) dy` for `s > 0`. -/
theorem integral_dilation (g : E → ℝ) {s : ℝ} (hs : 0 < s) :
    ∫ x, s ^ finrank ℝ E * g (s • x) ∂μ = ∫ y, g y ∂μ := by
  have hd : 0 < s ^ finrank ℝ E := pow_pos hs _
  rw [integral_const_mul, Measure.integral_comp_smul μ g s, abs_of_pos (inv_pos.2 hd),
    smul_eq_mul, ← mul_assoc, mul_inv_cancel₀ hd.ne', one_mul]

/-- For a wave function differentiable almost everywhere, dilation by `s` multiplies the
kinetic energy by `s²`. -/
theorem kinetic_dilate (e : ι → E) {ψ : E → ℂ} (hψ : ∀ᵐ x ∂μ, DifferentiableAt ℝ ψ x) {s : ℝ}
    (hs : 0 < s) : kinetic μ e (dilate s ψ) = s ^ 2 * kinetic μ e ψ := by
  have hc : √(s ^ finrank ℝ E) ^ 2 = s ^ finrank ℝ E := Real.sq_sqrt (pow_pos hs _).le
  -- a dilation maps null sets to null sets
  have hae : ∀ᵐ x ∂μ, DifferentiableAt ℝ ψ (s • x) := by
    apply ae_of_ae_map (f := fun x : E => s • x) (p := fun y => DifferentiableAt ℝ ψ y)
      (continuous_const_smul s).measurable.aemeasurable
    rw [Measure.map_addHaar_smul μ hs.ne']
    exact Measure.ae_smul_measure hψ _
  calc kinetic μ e (dilate s ψ)
      = ∫ x, s ^ finrank ℝ E * (s ^ 2 * ∑ i, ‖fderiv ℝ ψ (s • x) (e i)‖ ^ 2 / 2) ∂μ := by
        refine integral_congr_ae (hae.mono fun x hx => ?_)
        -- chain rule: each derivative brings down one factor `s`
        have h1 : HasFDerivAt (fun y : E => s • y) (s • ContinuousLinearMap.id ℝ E) x :=
          (hasFDerivAt_id x).const_smul s
        have h2 := HasFDerivAt.comp x (f := fun y : E => s • y) (g := ψ) hx.hasFDerivAt h1
        have h3 : HasFDerivAt (dilate s ψ) (√(s ^ finrank ℝ E) •
            (fderiv ℝ ψ (s • x)).comp (s • ContinuousLinearMap.id ℝ E)) x := h2.const_smul _
        have hv : ∀ v, fderiv ℝ (dilate s ψ) x v
            = √(s ^ finrank ℝ E) • s • fderiv ℝ ψ (s • x) v := fun v => by
          rw [h3.fderiv, ← map_smul (fderiv ℝ ψ (s • x)) s v]
          rfl
        simp only [Finset.mul_sum, hv, norm_smul, mul_pow, Real.norm_eq_abs, sq_abs, hc]
        exact Finset.sum_congr rfl fun i _ => by ring
    _ = ∫ y, s ^ 2 * ∑ i, ‖fderiv ℝ ψ y (e i)‖ ^ 2 / 2 ∂μ :=
        integral_dilation μ (fun y => s ^ 2 * ∑ i, ‖fderiv ℝ ψ y (e i)‖ ^ 2 / 2) hs
    _ = s ^ 2 * kinetic μ e ψ := integral_const_mul _ _

end

end CoulombVirialScaling
```

The compiler's answer:

```
Main.lean:48:77: error: Type mismatch
  HasFDerivAt.const_smul h2 ?m.637
has type
  HasFDerivAt (?m.637 • ψ ∘ fun y => s • y) (?m.637 • fderiv ℝ ψ (s • x) ∘SL (s • ContinuousLinearMap.id ℝ E)) x
but is expected to have type
  HasFDerivAt (dilate s ψ) (√(s ^ finrank ℝ E) • fderiv ℝ ψ (s • x) ∘SL (s • ContinuousLinearMap.id ℝ E)) x
```

The repair, with which the file compiles:

```diff
@@ -46,5 +46,7 @@
         have h2 := HasFDerivAt.comp x (f := fun y : E => s • y) (g := ψ) hx.hasFDerivAt h1
         have h3 : HasFDerivAt (dilate s ψ) (√(s ^ finrank ℝ E) •
-            (fderiv ℝ ψ (s • x)).comp (s • ContinuousLinearMap.id ℝ E)) x := h2.const_smul _
+            (fderiv ℝ ψ (s • x)).comp (s • ContinuousLinearMap.id ℝ E)) x :=
+          (h2.const_smul (√(s ^ finrank ℝ E) : ℝ)).congr_of_eventuallyEq
+            (Filter.Eventually.of_forall fun y => rfl)
         have hv : ∀ v, fderiv ℝ (dilate s ψ) x v
             = √(s ^ finrank ℝ E) • s • fderiv ℝ ψ (s • x) v := fun v => by
```

The error lies in `h3`. The lemma `HasFDerivAt.const_smul` concludes about a scalar times a whole function, here `?m.637 • ψ ∘ fun y => s • y`, whereas `h3` speaks of `dilate s ψ`, a definition whose body `fun x => √(s ^ finrank ℝ E) • ψ (s • x)` applies the scalar pointwise. The two derivative arguments in the message have the same shape, but the function arguments do not. The scalar was written `_`, so Lean had to match the two functions with the scalar still unknown. The match failed, and the message still shows the scalar as the unsolved `?m.637`.

The repair makes two changes. It names the scalar, `(√(s ^ finrank ℝ E) : ℝ)`, which fixes both its value and its type, so `const_smul` yields a fully determined statement. It then applies `HasFDerivAt.congr_of_eventuallyEq`, which transfers a derivative to any function agreeing near `x`. The comparison of functions becomes an equation at each `y`, supplied by `Filter.Eventually.of_forall`, and `rfl` proves it because both sides unfold to `√(s ^ finrank ℝ E) • ψ (s • y)`. The statement of `h3` is unchanged.
